# For $r=O(q)$ and $\chi=O(q^2)$, constant-kernel screening preserves dipole and quadrupole and shifts the octupole by $c\chi_2r_1$

Let $r$ and $\chi$ be formal power series in a wavenumber $q$, with $r$ starting at order 1 or later and $\chi$ at order 2 or later. For a constant $c$, the series $s=r/(1-c\chi)$ satisfies

$$s_1=r_1,\qquad s_2=r_2,\qquad s_3=r_3+c\,\chi_2\,r_1,$$

where a subscript denotes the coefficient at that power of $q$. Order 3 is thus the lowest order that screening can change. Order 4 generally changes too, by $c(\chi_2r_2+\chi_3r_1)$.

In the physical reading, $q$ runs along a fixed direction and $r$ is the electronic charge response to a phonon, before the electrons react to their own induced density. The series $\chi$ is the independent-particle susceptibility, $c$ is the interaction kernel without the macroscopic Coulomb term, and $s$ is the response screened by it. Up to fixed prefactors, the coefficients at orders 1, 2, 3 and 4 are the dipole, quadrupole, octupole and hexadecapole along that direction.

In this scalar model without local fields, a constant exchange-correlation kernel can therefore be ignored in the dipole and quadrupole, but in general not in the octupole. In a real crystal, $\chi$ and the kernel are matrices in the reciprocal lattice vectors, and the scalar result does not carry over directly.

## Coefficients in any field

```lean
import Mathlib

open PowerSeries

namespace LongWaveScreening

variable {K : Type*} [Field K]
```

The last line lets `K` be any field. For a phonon response one would take the complex numbers, but the algebra needs only addition, multiplication and division by nonzero elements.

An object of type `PowerSeries K` is a sequence of coefficients, with no claim about convergence. The expression `coeff i a` is the coefficient $a_i$, and `C c` is the series whose only possibly nonzero coefficient is $c$ at order 0.

## The screened response

```lean
/-- The screened charge response `r / (1 - k χ)` as a power series in the wavenumber, for bare
response `r`, independent-particle susceptibility `χ` and interaction kernel `k`. Its domain is the
case where the constant coefficient of `k χ` differs from `1`. -/
noncomputable def screened (k χ r : PowerSeries K) : PowerSeries K :=
  r * (1 - k * χ)⁻¹
```

This defines

$$s=r\,(1-k\chi)^{-1}.$$

The arguments come in the order kernel, susceptibility, bare response. The kernel `k` may itself depend on the wavenumber, as long as it is a power series. The constant kernel of the opening is the case `k = C c`.

Mathlib gives every power series over a field an inverse, and sets it to zero when the constant coefficient vanishes. The definition therefore has its intended meaning when $(k\chi)_0\neq1$.

## Division is equivalent to the Dyson equation

```lean
/-- If the constant coefficient of `k χ` is not `1`, the screened response is the unique solution
of the Dyson equation `s = r + k χ s`. -/
theorem eq_screened_iff_dyson {k χ r s : PowerSeries K} (h : coeff 0 (k * χ) ≠ 1) :
    s = screened k χ r ↔ s = r + k * χ * s := by
  have hu : (1 - k * χ) * (1 - k * χ)⁻¹ = 1 := by
    apply PowerSeries.mul_inv_cancel
    rw [← coeff_zero_eq_constantCoeff_apply, map_sub, coeff_zero_one]
    exact sub_ne_zero.mpr (Ne.symm h)
  constructor
  · intro hs
    rw [hs]
    unfold screened
    linear_combination r * hu
  · intro hs
    unfold screened
    linear_combination (1 - k * χ)⁻¹ * hs - s * hu
```

In a Lean theorem, the hypotheses stand before the main colon, the claim follows it, and the proof comes after `:=`. Here `h` says that $(k\chi)_0\neq1$. Physically, it excludes a denominator that vanishes at zero wavenumber, which in a static response is the sign of a long-wavelength instability. The claim is that, for any series $s$,

$$s=\frac{r}{1-k\chi}\quad\Longleftrightarrow\quad s=r+k\chi s.$$

Read from left to right, it says that the screened response solves the Dyson equation. Read from right to left, it says that there is no other solution.

By hand, put $u=1-k\chi$. Its constant coefficient is nonzero, so there is a series $v$ with $uv=1$. If $s=rv$, then $us=r\,uv=r$, which is $s=r+k\chi s$. Conversely, the Dyson equation says $us=r$, and multiplying by $v$ gives $s=rv$.

In the code, `hu` is the identity $uv=1$. The two bullets after `constructor` are the two directions. Each ends with `linear_combination`, which is told which multiples of known equations to add and then checks the remaining algebra. In the second bullet, these are $v$ times the Dyson equation minus $s$ times `hu`.

## Orders add under multiplication

```lean
/-- If two long-wave expansions have no terms below orders `m` and `n`, their product has no
terms below order `m + n`. -/
theorem coeff_mul_below {a b : PowerSeries K} {m n : ℕ}
    (ha : ∀ i < m, coeff i a = 0) (hb : ∀ i < n, coeff i b = 0)
    {i : ℕ} (hi : i < m + n) : coeff i (a * b) = 0 := by
  rw [coeff_mul]
  apply Finset.sum_eq_zero
  rintro ⟨p, q⟩ hpq
  have hsum : p + q = i := by simpa using hpq
  show coeff p a * coeff q b = 0
  rcases lt_or_ge p m with h | h
  · rw [ha p h, zero_mul]
  · rw [hb q (by omega), mul_zero]
```

The hypothesis `ha` says that $a_i=0$ for all $i<m$, and `hb` says the same for $b$ below $n$. The conclusion is $(ab)_i=0$ for $i<m+n$.

In this proof and the next, $p$ and $q$ are summation indices, as in the code, and not wavenumbers. The product has the coefficients

$$(ab)_i=\sum_{p+q=i}a_p\,b_q.$$

If $p<m$, then $a_p=0$. If $p\ge m$, then $q=i-p\le i-m<n$, so $b_q=0$. Every term vanishes.

The Lean proof makes the same split with `lt_or_ge p m`. The tactic `omega`, which settles linear statements about integers and natural numbers, supplies $q<n$.

## The lowest coefficient of a product

```lean
/-- If two long-wave expansions have no terms below orders `m` and `n`, the coefficient of their
product at order `m + n` is the product of their coefficients at orders `m` and `n`. -/
theorem coeff_mul_lowest {a b : PowerSeries K} {m n : ℕ}
    (ha : ∀ i < m, coeff i a = 0) (hb : ∀ i < n, coeff i b = 0) :
    coeff (m + n) (a * b) = coeff m a * coeff n b := by
  rw [coeff_mul, Finset.sum_eq_single (m, n)]
  · rintro ⟨p, q⟩ hpq hne
    have hsum : p + q = m + n := by simpa using hpq
    show coeff p a * coeff q b = 0
    rcases lt_trichotomy p m with h | h | h
    · rw [ha p h, zero_mul]
    · have hq : q = n := by omega
      exact absurd (by rw [h, hq]) hne
    · rw [hb q (by omega), mul_zero]
  · intro h
    exact absurd (by simp) h
```

Under the same hypotheses, the first coefficient that may survive is

$$(ab)_{m+n}=a_m\,b_n.$$

Take a term with $p+q=m+n$. If $p<m$, then $a_p=0$. If $p>m$, then $q<n$ and $b_q=0$. What remains is $p=m$, which forces $q=n$. The numbers $m$ and $n$ are only lower bounds on the starting orders, so $a_m$ or $b_n$ may be zero as well.

`Finset.sum_eq_single (m, n)` reduces the sum to this one term. It asks for two proofs: that all other terms vanish, which is the three-way split of `lt_trichotomy`, and that the pair $(m,n)$ does belong to the sum.

### A closer look at `coeff_mul`

Both proofs begin with `coeff_mul`, Mathlib's formula for a coefficient of a product. It writes the coefficient as a sum over an antidiagonal, the finite set of pairs of natural numbers with a given total. For total 3 the pairs are $(0,3)$, $(1,2)$, $(2,1)$ and $(3,0)$, so that

$$(\chi r)_3=\chi_0r_3+\chi_1r_2+\chi_2r_1+\chi_3r_0.$$

When $\chi_0=\chi_1=r_0=0$, only $\chi_2r_1$ is left, and this is the product in the octupole shift.

The device turns a statement about infinite series into one about a finite sum. Membership in the antidiagonal is just the equation $p+q=i$, which the code extracts as `hsum`. From there, power counting is a matter of inequalities between natural numbers, which `omega` can handle.

## Where screening first acts

```lean
/-- Let the bare response have no terms below order `m` and the susceptibility none below order
`n ≥ 1`. Then screening by any power-series kernel leaves all orders below `n + m` unchanged, and
shifts order `n + m` by the product of the kernel at zero wavenumber, `χ_n` and `r_m`. -/
theorem screening_shift (k : PowerSeries K) {χ r : PowerSeries K} {m n : ℕ} (hn : 0 < n)
    (hr : ∀ i < m, coeff i r = 0) (hχ : ∀ i < n, coeff i χ = 0) :
    (∀ i < n + m, coeff i (screened k χ r) = coeff i r) ∧
      coeff (n + m) (screened k χ r) =
        coeff (n + m) r + coeff 0 k * coeff n χ * coeff m r := by
  have hk0 : ∀ i < 0, coeff i k = 0 := fun i hi => absurd hi (Nat.not_lt_zero i)
  have hkχ : ∀ i < n, coeff i (k * χ) = 0 := fun i hi =>
    coeff_mul_below hk0 hχ (by omega)
  have hne : coeff 0 (k * χ) ≠ 1 := by
    rw [hkχ 0 hn]
    exact zero_ne_one
  have hd : screened k χ r = r + k * χ * screened k χ r :=
    (eq_screened_iff_dyson hne).mp rfl
  -- the screened response starts no earlier than the bare one
  have hs : ∀ i < m, coeff i (screened k χ r) = 0 := by
    intro i hi
    unfold screened
    exact coeff_mul_below (n := 0) hr (fun j hj => absurd hj (Nat.not_lt_zero j)) (by omega)
  -- the Dyson correction starts at order n + m
  have hlow : ∀ i < n + m, coeff i (screened k χ r) = coeff i r := by
    intro i hi
    rw [hd, map_add, coeff_mul_below hkχ hs hi, add_zero]
  have hlead : coeff n (k * χ) = coeff 0 k * coeff n χ := by
    have h := coeff_mul_lowest hk0 hχ
    rwa [zero_add] at h
  refine ⟨hlow, ?_⟩
  rw [hd, map_add, coeff_mul_lowest hkχ hs, hlead, hlow m (by omega)]
```

Let $r$ start at order $m$ or later and $\chi$ at order $n\ge1$ or later. Then, for any power-series kernel $k$,

$$s_i=r_i\quad(i<n+m),\qquad s_{n+m}=r_{n+m}+k_0\,\chi_n\,r_m.$$

The symbol `∧` joins the two claims. The derivation has four steps.

1. The kernel starts at order 0 or later, so $k\chi$ has no terms below order $n$, and $(k\chi)_n=k_0\chi_n$. These are `hkχ` and `hlead`.
2. Since $n\ge1$, $(k\chi)_0=0\neq1$. The Dyson equation $s=r+k\chi s$ therefore holds; this is `hd`.
3. As $s$ is $r$ times another power series, it has no terms below order $m$. This is `hs`.
4. The correction $k\chi s$ therefore has no terms below order $n+m$, which gives $s_i=r_i$ there (`hlow`). At order $n+m$ the correction is $k_0\chi_n s_m$. Because $m<n+m$, `hlow` also gives $s_m=r_m$, and the formula follows.

Rewriting with `hd` replaces $s$ by $r+k\chi s$ once, like a single iteration of the Dyson equation. That is enough, because the $s$ left on the right is needed only at order $m$, where it is already known.

The kernel must be regular at $q=0$. The macroscopic Coulomb kernel, proportional to $1/q^2$, is not a power series. Its product with a susceptibility starting at $q^2$ has a constant term, and the dipole is then screened as well. The theorem suits a kernel such as a short-ranged exchange-correlation kernel, with the macroscopic Coulomb term left out.

## Dipole, quadrupole and octupole

```lean
/-- For a bare response starting at order 1 or later, a susceptibility starting at order 2 or
later and a constant kernel `c`, screening preserves the coefficients at orders 1 and 2 (dipole
and quadrupole) and shifts the one at order 3 (octupole) by `c χ₂ r₁`. -/
theorem multipole_shift (c : K) {χ r : PowerSeries K}
    (hr : coeff 0 r = 0) (h0 : coeff 0 χ = 0) (h1 : coeff 1 χ = 0) :
    coeff 1 (screened (C c) χ r) = coeff 1 r ∧
    coeff 2 (screened (C c) χ r) = coeff 2 r ∧
    coeff 3 (screened (C c) χ r) = coeff 3 r + c * coeff 2 χ * coeff 1 r := by
  have hr' : ∀ i < 1, coeff i r = 0 := by
    intro i hi
    interval_cases i
    exact hr
  have hχ' : ∀ i < 2, coeff i χ = 0 := by
    intro i hi
    interval_cases i
    · exact h0
    · exact h1
  obtain ⟨hlow, htop⟩ := screening_shift (C c) (by norm_num) hr' hχ'
  rw [coeff_zero_C] at htop
  exact ⟨hlow 1 (by norm_num), hlow 2 (by norm_num), htop⟩
```

This is the case $m=1$, $n=2$, $k=c$, and it gives the three equations of the opening.

The hypothesis `hr` is $r_0=0$: a phonon moves electrons about but does not change their number. The hypotheses `h0` and `h1` are $\chi_0=\chi_1=0$, the behaviour expected of an insulator, whose density response to a slowly varying potential starts at $q^2$. Both conditions are assumed here, not derived from a Hamiltonian.

By hand, the Dyson equation is $s=r+c\chi s$. The series $\chi s$ starts at order $2+1=3$ or later, so orders 1 and 2 of $s$ agree with those of $r$. At order 3 the correction is $c\chi_2s_1=c\chi_2r_1$. For example, over the complex numbers, $r=-iq$ and $\chi=-q^2$ (a static susceptibility is negative) give

$$s=\frac{-iq}{1+cq^2}=-iq+ic\,q^3+\cdots.$$

The proof restates the hypotheses in the form "zero for all $i$ below the bound", with `interval_cases` running through the few possible values of $i$. It then applies `screening_shift` and reads off orders 1, 2 and 3.

## When the octupole stays the same

```lean
/-- For a bare response starting at order 1 or later and a susceptibility starting at order 2 or
later, a constant kernel `c` leaves the octupole coefficient unchanged exactly when `c`, `χ₂` or
`r₁` vanishes. -/
theorem octupole_unchanged_iff (c : K) {χ r : PowerSeries K}
    (hr : coeff 0 r = 0) (h0 : coeff 0 χ = 0) (h1 : coeff 1 χ = 0) :
    coeff 3 (screened (C c) χ r) = coeff 3 r ↔
      c = 0 ∨ coeff 2 χ = 0 ∨ coeff 1 r = 0 := by
  rw [(multipole_shift c hr h0 h1).2.2, add_eq_left, mul_eq_zero, mul_eq_zero, or_assoc]
```

The symbol `↔` means "if and only if", and `∨` means "or". Under the same hypotheses,

$$s_3=r_3\quad\Longleftrightarrow\quad c=0\ \text{ or }\ \chi_2=0\ \text{ or }\ r_1=0.$$

The previous theorem gives $s_3-r_3=c\chi_2r_1$, and a product in a field vanishes exactly when one of its factors does. The octupole thus keeps its value only if the kernel, the leading polarisability along the chosen direction or the bare dipole coefficient is zero.

The single `rw` line follows this argument. It inserts the octupole formula, cancels $r_3$ with `add_eq_left`, and splits the product with `mul_eq_zero`.

## The hexadecapole shifts too

```lean
/-- For a bare response starting at order 1 or later and a susceptibility starting at order 2 or
later, a constant kernel `c` shifts the coefficient at order 4 (hexadecapole) by
`c (χ₂ r₂ + χ₃ r₁)`. -/
theorem hexadecapole_shift (c : K) {χ r : PowerSeries K}
    (hr : coeff 0 r = 0) (h0 : coeff 0 χ = 0) (h1 : coeff 1 χ = 0) :
    coeff 4 (screened (C c) χ r) =
      coeff 4 r + c * (coeff 2 χ * coeff 2 r + coeff 3 χ * coeff 1 r) := by
  obtain ⟨hs1, hs2, -⟩ := multipole_shift c hr h0 h1
  have hne : coeff 0 (C c * χ) ≠ 1 := by
    rw [coeff_C_mul, h0, mul_zero]
    exact zero_ne_one
  have hd : screened (C c) χ r = r + C c * χ * screened (C c) χ r :=
    (eq_screened_iff_dyson hne).mp rfl
  have hs0 : coeff 0 (screened (C c) χ r) = 0 := by
    have hr' : ∀ i < 1, coeff i r = 0 := by
      intro i hi
      interval_cases i
      exact hr
    unfold screened
    exact coeff_mul_below (n := 0) hr' (fun j hj => absurd hj (Nat.not_lt_zero j)) (by norm_num)
  -- only the products χ₂ s₂ and χ₃ s₁ survive at order 4
  rw [hd, map_add, mul_assoc, coeff_C_mul, coeff_mul,
    Finset.Nat.sum_antidiagonal_eq_sum_range_succ_mk]
  simp only [Finset.sum_range_succ, Finset.sum_range_zero, Nat.sub_self, Nat.reduceSub,
    Nat.sub_zero, h0, h1, hs0, hs1, hs2]
  ring

end LongWaveScreening
```

For the same constant kernel and starting orders,

$$s_4=r_4+c\,(\chi_2r_2+\chi_3r_1).$$

By hand, the Dyson equation gives $s_4=r_4+c(\chi s)_4$, with

$$(\chi s)_4=\chi_0s_4+\chi_1s_3+\chi_2s_2+\chi_3s_1+\chi_4s_0.$$

The first two terms vanish because $\chi_0=\chi_1=0$. The last vanishes because $s$ starts no earlier than $r$, so $s_0=0$. In the other two, $s_2=r_2$ and $s_1=r_1$.

The Lean proof takes `hs1` and `hs2` from `multipole_shift`, and derives the Dyson equation `hd` and the vanishing coefficient `hs0`. It then turns the coefficient of the product into a finite sum. `simp only` writes out its five terms and substitutes the known coefficients, and `ring` finishes the algebra.

Here a linear term in the kernel would matter. If $k$ also had a linear coefficient $k_1$, the same expansion by hand would add $k_1\chi_2r_1$ at order 4, whereas the octupole shift in `screening_shift` involves only $k_0$. In the static case, the scalar susceptibility and kernel are even in the wavenumber, so $\chi_3=k_1=0$ and the shift at order 4 is just $k_0\chi_2r_2$.

```lean
#print axioms LongWaveScreening.multipole_shift
#print axioms LongWaveScreening.octupole_unchanged_iff
#print axioms LongWaveScreening.hexadecapole_shift
```

```
'LongWaveScreening.multipole_shift' depends on axioms: [propext, Classical.choice, Quot.sound]
'LongWaveScreening.octupole_unchanged_iff' depends on axioms: [propext, Classical.choice, Quot.sound]
'LongWaveScreening.hexadecapole_shift' depends on axioms: [propext, Classical.choice, Quot.sound]
```
